# On a uniform time grid, a causal finite-memory kernel with real coefficients is real at all frequencies only if it is frequency independent

Suppose an exchange-correlation kernel is given a frequency dependence but kept real at every frequency, and is then used in a real-time propagation. The potential at each time step should follow from the present density and a finite number of earlier ones, yet no choice of real weights on those densities reproduces such a kernel. In time-dependent density functional theory, and for finite memory on a uniform time grid, a causal correction that makes the adiabatic (frequency-independent) kernel depend on frequency therefore brings an imaginary part with it. The problems below derive this and measure how large that part is.

## Memory on a time grid

Time t is an integer that counts steps. The letter x is not a position but the dimensionless frequency, the angular frequency times the time step, so one period is [0, 2π].

The kernel is treated as a single function of frequency, which can be read as its value for one fixed pair of points in space. Continuous time is not covered, and the result does not carry over to it without further conditions. There a potential proportional to the second time derivative of the density multiplies a wave exp(−iωt) of angular frequency ω by a constant times −ω², which is real and depends on frequency.

```lean
import Mathlib

open scoped Real

namespace CausalMemoryKernel

noncomputable section
```

The probe is a density oscillation exp(−ixt). This sign fixes the sign in the kernel below.

```lean
/-- The density oscillation `exp(-ixt)` of frequency `x` on the integer time grid. -/
def densityWave (x : ℝ) (t : ℤ) : ℂ :=
  Complex.exp (-((x * t : ℝ) : ℂ) * Complex.I)
```

The induced potential at time t is

Σ_{k=0}^{M} c_k n(t−k),

where n is the small change of the density from its ground-state value, called the density for short, M the memory length in steps and c_k the real memory coefficients. The induced potential is likewise the change of the potential, to first order in n. Causality is built into this sum, since no density later than t appears. Real coefficients mean that a real density induces a real potential. The name `response` stands for this potential, not for the density-density response function. In Lean `c` is an infinite sequence, of which only `c 0` to `c M` are used.

```lean
/-- The potential at time `t` induced by the densities at times `t, t - 1, ..., t - M`,
weighted with the real memory coefficients `c k`. -/
def response (c : ℕ → ℝ) (M : ℕ) (n : ℤ → ℂ) (t : ℤ) : ℂ :=
  ∑ k ∈ Finset.range (M + 1), (c k : ℂ) * n (t - (k : ℤ))
```

The kernel at frequency x is

f(x) = Σ_{k=0}^{M} c_k exp(ikx).

```lean
/-- The kernel at frequency `x`: the sum of `c k * exp(ikx)` over `k = 0, ..., M`. -/
def kernel (c : ℕ → ℝ) (M : ℕ) (x : ℝ) : ℂ :=
  ∑ k ∈ Finset.range (M + 1), (c k : ℂ) * Complex.exp (((k * x : ℝ) : ℂ) * Complex.I)
```

The mean of a function of frequency is its integral over one period divided by 2π.

```lean
/-- The mean of a function of frequency over the period `[0, 2π]`. -/
def frequencyMean (g : ℝ → ℝ) : ℝ :=
  (∫ x in (0 : ℝ)..2 * π, g x) / (2 * π)
```

## (a) What the memory does to a density wave

Show that a density wave n(t) = exp(−ixt) comes back multiplied by the kernel:

Σ_{k=0}^{M} c_k n(t−k) = f(x) n(t).

Solution. Each delayed density is the present one times a phase,

exp(−ix(t−k)) = exp(ikx) exp(−ixt).

The last factor does not depend on k, so it comes out of the sum, and what remains is f(x). This justifies calling f the kernel in frequency space.

In Lean the sums are compared term by term, and `Complex.exp_add` merges the two phases.

```lean
/-- A density wave of frequency `x` induces the same wave multiplied by the kernel at `x`. -/
theorem response_densityWave (c : ℕ → ℝ) (M : ℕ) (x : ℝ) (t : ℤ) :
    response c M (densityWave x) t = kernel c M x * densityWave x t := by
  simp only [response, kernel, densityWave, Finset.sum_mul]
  refine Finset.sum_congr rfl fun k _ => ?_
  rw [mul_assoc, ← Complex.exp_add]
  congr 2
  push_cast
  ring
```

## (b) Cosine and sine series

Show that

Re f(x) − c_0 = Σ_{k=0}^{M−1} c_{k+1} cos((k+1)x),

Im f(x) = Σ_{k=0}^{M−1} c_{k+1} sin((k+1)x).

Solution. Since c_k is real, Euler's formula gives Re f(x) = Σ_{k=0}^{M} c_k cos(kx) and Im f(x) = Σ_{k=0}^{M} c_k sin(kx). The k = 0 terms are c_0 and 0. Take them out and let the index start from 0 again. For M = 0 both series are empty.

The lemma `Finset.sum_range_succ'` separates the k = 0 term and shifts the index.

```lean
/-- The real part of the kernel minus `c 0` is a cosine series, and the imaginary part is the
sine series with the same coefficients. -/
theorem kernel_parts (c : ℕ → ℝ) (M : ℕ) (x : ℝ) :
    (kernel c M x).re - c 0 =
        ∑ k ∈ Finset.range M, c (k + 1) * Real.cos (((k : ℝ) + 1) * x) ∧
      (kernel c M x).im =
        ∑ k ∈ Finset.range M, c (k + 1) * Real.sin (((k : ℝ) + 1) * x) := by
  constructor
  · simp only [kernel, Complex.re_sum, Complex.re_ofReal_mul, Complex.exp_ofReal_mul_I_re]
    rw [Finset.sum_range_succ']
    simp
  · simp only [kernel, Complex.im_sum, Complex.im_ofReal_mul, Complex.exp_ofReal_mul_I_im]
    rw [Finset.sum_range_succ']
    simp
```

## (c) One harmonic over a period

For an integer m, show that

∫₀^{2π} cos(mx) dx = 2π if m = 0, and 0 otherwise.

Solution. For m = 0 the integrand is 1. For m ≠ 0 the integral is

[sin(mx)/m]₀^{2π} = sin(2πm)/m = 0.

The Lean proof splits into the same two cases. In the second, `integral_comp_mul_left` is the substitution u = mx, and `Real.sin_int_mul_pi` makes the boundary term vanish.

```lean
/-- For integer `m`, the integral of `cos(mx)` over a period is `2π` if `m = 0` and zero
otherwise. -/
theorem integral_cos_int (m : ℤ) :
    ∫ x in (0 : ℝ)..2 * π, Real.cos ((m : ℝ) * x) = if m = 0 then 2 * π else 0 := by
  split_ifs with h
  · simp [h]
  · have hm : (m : ℝ) ≠ 0 := Int.cast_ne_zero.mpr h
    have hs : Real.sin ((m : ℝ) * (2 * π)) = 0 := by
      rw [show (m : ℝ) * (2 * π) = ((2 * m : ℤ) : ℝ) * π by push_cast; ring]
      exact Real.sin_int_mul_pi _
    rw [intervalIntegral.integral_comp_mul_left Real.cos hm, integral_cos, hs]
    simp
```

## (d) One double sum for both series

Write a = (j+1)x and b = (k+1)x. Show that for every real number s

∫₀^{2π} Σ_{j=0}^{M−1} Σ_{k=0}^{M−1} (c_{j+1} c_{k+1}/2) [cos(a−b) + s cos(a+b)] dx = π Σ_{j=0}^{M−1} c_{j+1}².

Solution. The two cosines are cos((j−k)x) and cos((j+k+2)x). By (c) the first integrates to 2π if j = k and to 0 otherwise. The second always integrates to 0, because j+k+2 is at least 2. Only the diagonal terms are left, each contributing

(c_{j+1}²/2) · 2π = π c_{j+1}².

The intermediate claim `pair` is this calculation for one j and one k, with `omega` confirming that j+k+2 is not zero. The integral is then taken inside both sums, and `Finset.sum_eq_single` keeps the term k = j.

```lean
/-- The double sum of cosines of the difference frequencies and, with weight `s`, of the sum
frequencies, with coefficients `c (j + 1) * c (k + 1) / 2`, integrates over a period to `π` times
the sum of `c (j + 1) ^ 2` over `j < M`, whatever the real number `s`. -/
theorem integral_double_sum (c : ℕ → ℝ) (M : ℕ) (s : ℝ) :
    ∫ x in (0 : ℝ)..2 * π, ∑ j ∈ Finset.range M, ∑ k ∈ Finset.range M,
        c (j + 1) * c (k + 1) / 2 *
          (Real.cos (((j : ℝ) + 1) * x - ((k : ℝ) + 1) * x) +
            s * Real.cos (((j : ℝ) + 1) * x + ((k : ℝ) + 1) * x)) =
      π * ∑ j ∈ Finset.range M, c (j + 1) ^ 2 := by
  -- one pair of harmonics
  have pair : ∀ j k : ℕ, ∫ x in (0 : ℝ)..2 * π,
      (Real.cos (((j : ℝ) + 1) * x - ((k : ℝ) + 1) * x) +
        s * Real.cos (((j : ℝ) + 1) * x + ((k : ℝ) + 1) * x)) =
      if j = k then 2 * π else 0 := by
    intro j k
    have e : ∀ x : ℝ, Real.cos (((j : ℝ) + 1) * x - ((k : ℝ) + 1) * x) +
        s * Real.cos (((j : ℝ) + 1) * x + ((k : ℝ) + 1) * x) =
        Real.cos ((((j : ℤ) - (k : ℤ) : ℤ) : ℝ) * x) +
          s * Real.cos ((((j : ℤ) + (k : ℤ) + 2 : ℤ) : ℝ) * x) := by
      intro x
      push_cast
      ring_nf
    simp only [e]
    rw [intervalIntegral.integral_add, intervalIntegral.integral_const_mul,
      integral_cos_int, integral_cos_int, if_neg (show (j : ℤ) + (k : ℤ) + 2 ≠ 0 by omega)]
    · simp [sub_eq_zero]
    · exact Continuous.intervalIntegrable (by fun_prop) _ _
    · exact Continuous.intervalIntegrable (by fun_prop) _ _
  rw [intervalIntegral.integral_finsetSum, Finset.mul_sum]
  · refine Finset.sum_congr rfl fun j hj => ?_
    rw [intervalIntegral.integral_finsetSum]
    · simp only [intervalIntegral.integral_const_mul, pair]
      rw [Finset.sum_eq_single j]
      · rw [if_pos rfl]
        ring
      · intro b _ hb
        rw [if_neg hb.symm, mul_zero]
      · intro h
        exact absurd hj h
    · intro k _
      exact Continuous.intervalIntegrable (by fun_prop) _ _
  · intro j _
    exact Continuous.intervalIntegrable (by fun_prop) _ _
```

## (e) The two mean squares

Show that the means over [0, 2π] satisfy

mean of (Re f − c_0)² = ½ Σ_{k=1}^{M} c_k²,

mean of (Im f)² = ½ Σ_{k=1}^{M} c_k².

Solution. Squaring the series of (b) gives double sums of cos a cos b and of sin a sin b, and

cos a cos b = ½ [cos(a−b) + cos(a+b)],

sin a sin b = ½ [cos(a−b) − cos(a+b)].

These are the integrands of (d) with s = 1 and s = −1. Both integrals equal π Σ_{j=0}^{M−1} c_{j+1}², which is π Σ_{k=1}^{M} c_k². Division by 2π gives the result.

The smallest case with memory is M = 1. There Re f − c_0 = c_1 cos x and Im f = c_1 sin x, so f runs around a circle of radius |c_1| about c_0, and both mean squares are c_1²/2. For M = 0 both are zero.

In the code, `Finset.Icc 1 M` is the range k = 1, …, M, and `shift` relates it to the sum that starts at 0. `Finset.sum_mul_sum` expands each square, and the addition formulas for the cosine supply the product formulas.

```lean
/-- For a causal kernel with real memory coefficients, the mean squares of `Re f - c 0` and of
`Im f` over a period both equal half the sum of `c k ^ 2` over `k = 1, ..., M`. -/
theorem mean_square_parts (c : ℕ → ℝ) (M : ℕ) :
    frequencyMean (fun x => ((kernel c M x).re - c 0) ^ 2) =
        (∑ k ∈ Finset.Icc 1 M, c k ^ 2) / 2 ∧
      frequencyMean (fun x => (kernel c M x).im ^ 2) =
        (∑ k ∈ Finset.Icc 1 M, c k ^ 2) / 2 := by
  have shift : ∑ k ∈ Finset.Icc 1 M, c k ^ 2 = ∑ k ∈ Finset.range M, c (k + 1) ^ 2 := by
    induction M with
    | zero => simp
    | succ M ih => rw [Finset.sum_Icc_succ_top (by omega), ih, Finset.sum_range_succ]
  have hpi : 2 * π ≠ 0 := Real.two_pi_pos.ne'
  constructor
  · -- cosines: the sum frequencies enter with weight 1
    have h : ∫ x in (0 : ℝ)..2 * π, ((kernel c M x).re - c 0) ^ 2 =
        π * ∑ k ∈ Finset.range M, c (k + 1) ^ 2 := by
      rw [← integral_double_sum c M 1]
      refine intervalIntegral.integral_congr fun x _ => ?_
      rw [(kernel_parts c M x).1, sq, Finset.sum_mul_sum]
      refine Finset.sum_congr rfl fun j _ => Finset.sum_congr rfl fun k _ => ?_
      rw [Real.cos_sub, Real.cos_add]
      ring
    simp only [frequencyMean]
    rw [h, shift, div_eq_div_iff hpi two_ne_zero]
    ring
  · -- sines: the sum frequencies enter with weight -1
    have h : ∫ x in (0 : ℝ)..2 * π, (kernel c M x).im ^ 2 =
        π * ∑ k ∈ Finset.range M, c (k + 1) ^ 2 := by
      rw [← integral_double_sum c M (-1)]
      refine intervalIntegral.integral_congr fun x _ => ?_
      rw [(kernel_parts c M x).2, sq, Finset.sum_mul_sum]
      refine Finset.sum_congr rfl fun j _ => Finset.sum_congr rfl fun k _ => ?_
      rw [Real.cos_sub, Real.cos_add]
      ring
    simp only [frequencyMean]
    rw [h, shift, div_eq_div_iff hpi two_ne_zero]
    ring
```

## (f) A real kernel has no memory

Show that

Im f(x) = 0 for all x in [0, 2π] ⇔ c_k = 0 for all k = 1, …, M.

Solution. If Im f vanishes on the period, so does its mean square, and (e) gives

Σ_{k=1}^{M} c_k² = 0.

A sum of squares of real numbers is zero only if every term is. Conversely, if these coefficients vanish, so does every term of the sine series in (b).

The Lean proof follows both directions in this order, with `Finset.sum_eq_zero_iff_of_nonneg` passing from the sum to its terms.

```lean
/-- A causal kernel with real memory coefficients is real on `[0, 2π]` exactly when all
coefficients `c 1, ..., c M` vanish. -/
theorem real_iff_memoryless (c : ℕ → ℝ) (M : ℕ) :
    (∀ x ∈ Set.Icc 0 (2 * π), (kernel c M x).im = 0) ↔
      ∀ k, 1 ≤ k → k ≤ M → c k = 0 := by
  constructor
  · intro h k h1 hM
    have hi : ∫ x in (0 : ℝ)..2 * π, (kernel c M x).im ^ 2 =
        ∫ _x in (0 : ℝ)..2 * π, (0 : ℝ) := by
      refine intervalIntegral.integral_congr fun x hx => ?_
      rw [Set.uIcc_of_le Real.two_pi_pos.le] at hx
      simp [h x hx]
    have hmean := (mean_square_parts c M).2
    simp only [frequencyMean] at hmean
    rw [hi, intervalIntegral.integral_zero, zero_div] at hmean
    -- a vanishing sum of squares has vanishing terms
    have hs : ∑ k ∈ Finset.Icc 1 M, c k ^ 2 = 0 := by linarith
    have hk := (Finset.sum_eq_zero_iff_of_nonneg (fun k _ => sq_nonneg (c k))).1 hs k
      (Finset.mem_Icc.2 ⟨h1, hM⟩)
    exact (pow_eq_zero_iff two_ne_zero).1 hk
  · intro h x _
    rw [(kernel_parts c M x).2]
    refine Finset.sum_eq_zero fun k hk => ?_
    have hk' := Finset.mem_range.1 hk
    rw [h (k + 1) (by omega) (by omega), zero_mul]
```

## (g) A real kernel is frequency independent

Show that

Im f(x) = 0 for all x in [0, 2π] ⇔ f(x) = f(0) for all real x.

Solution. If f is real on the period, (f) leaves only the k = 0 term, so f(x) = c_0 at every x. Conversely, f(0) = Σ_{k=0}^{M} c_k is real, so a kernel that equals f(0) everywhere is real everywhere.

For the forward direction Lean compares f(x) and f(0) term by term: the k = 0 terms agree, and the others are zero by (f).

```lean
/-- A causal kernel with real memory coefficients is real on `[0, 2π]` exactly when it is
independent of frequency. -/
theorem real_iff_frequency_independent (c : ℕ → ℝ) (M : ℕ) :
    (∀ x ∈ Set.Icc 0 (2 * π), (kernel c M x).im = 0) ↔
      ∀ x, kernel c M x = kernel c M 0 := by
  constructor
  · intro h x
    have hc := (real_iff_memoryless c M).1 h
    unfold kernel
    refine Finset.sum_congr rfl fun k hk => ?_
    have hk' := Finset.mem_range.1 hk
    rcases Nat.eq_zero_or_pos k with h0 | h0
    · simp [h0]
    · rw [hc k h0 (by omega)]
      simp
  · intro h x _
    rw [h x, (kernel_parts c M 0).2]
    simp
```

## (h) What the imaginary part says about the real part

Let g be a second causal kernel with real coefficients d_0, …, d_M, and let Im f = Im g on [0, 2π]. Show that for all real x

Re f(x) − Re g(x) = c_0 − d_0.

Solution. The difference f − g is the causal kernel with coefficients c_k − d_k, and it is real on the period. By (f), c_k = d_k for k = 1, …, M. The cosine series of f and g in (b) are then identical, and subtracting them leaves c_0 − d_0.

This is a uniqueness statement in the spirit of the Kramers–Kronig relations, without their integral formula. The imaginary part fixes the real part up to the instantaneous response.

In Lean, `hsub` identifies the difference kernel, `hz` applies (f) to it, and `hsum` equates the cosine series.

```lean
/-- If two causal kernels with real memory coefficients have the same imaginary part on
`[0, 2π]`, their real parts differ by the constant `c 0 - d 0`. -/
theorem re_determined_by_im (c d : ℕ → ℝ) (M : ℕ)
    (h : ∀ x ∈ Set.Icc 0 (2 * π), (kernel c M x).im = (kernel d M x).im) (x : ℝ) :
    (kernel c M x).re - (kernel d M x).re = c 0 - d 0 := by
  have hsub : ∀ y, kernel (fun k => c k - d k) M y = kernel c M y - kernel d M y := by
    intro y
    simp only [kernel, Complex.ofReal_sub, sub_mul, Finset.sum_sub_distrib]
  -- the difference kernel is real, hence memoryless
  have hz := (real_iff_memoryless (fun k => c k - d k) M).1 (fun y hy => by
    rw [hsub, Complex.sub_im, h y hy, sub_self])
  have hsum : ∑ k ∈ Finset.range M, c (k + 1) * Real.cos (((k : ℝ) + 1) * x) =
      ∑ k ∈ Finset.range M, d (k + 1) * Real.cos (((k : ℝ) + 1) * x) := by
    refine Finset.sum_congr rfl fun k hk => ?_
    have hk' := Finset.mem_range.1 hk
    rw [sub_eq_zero.1 (hz (k + 1) (by omega) (by omega))]
  have hc := (kernel_parts c M x).1
  have hd := (kernel_parts d M x).1
  linarith
```

## (i) A real kernel that looks into the future

Let the potential at time t be n(t−1) + n(t+1), which uses the density one step ahead. Show that for n(t) = exp(−ixt)

n(t−1) + n(t+1) = 2 cos x · n(t).

Solution. As in (a), the delayed density carries the phase exp(ix) and the advanced one exp(−ix). Their sum is

exp(ix) + exp(−ix) = 2 cos x.

This factor is real and depends on frequency, so the conclusion of (g) fails once future densities are admitted. The advanced term cancels the imaginary part of the delayed one.

The equations `e1` and `e2` are the two phase shifts, and the definition of the complex cosine combines them.

```lean
/-- The noncausal response `n(t - 1) + n(t + 1)` multiplies a density wave of frequency `x` by
the real factor `2 cos x`. -/
theorem noncausal_real_kernel (x : ℝ) (t : ℤ) :
    densityWave x (t - 1) + densityWave x (t + 1) =
      ((2 * Real.cos x : ℝ) : ℂ) * densityWave x t := by
  have e1 : densityWave x (t - 1) =
      Complex.exp ((x : ℂ) * Complex.I) * densityWave x t := by
    unfold densityWave
    rw [← Complex.exp_add]
    congr 1
    push_cast
    ring
  have e2 : densityWave x (t + 1) =
      Complex.exp (-(x : ℂ) * Complex.I) * densityWave x t := by
    unfold densityWave
    rw [← Complex.exp_add]
    congr 1
    push_cast
    ring
  rw [e1, e2, Complex.ofReal_mul, Complex.ofReal_cos, Complex.cos]
  push_cast
  ring

end

end CausalMemoryKernel
```

```lean
#print axioms CausalMemoryKernel.response_densityWave
-- 'CausalMemoryKernel.response_densityWave' depends on axioms: [propext, Classical.choice, Quot.sound]
#print axioms CausalMemoryKernel.real_iff_frequency_independent
-- 'CausalMemoryKernel.real_iff_frequency_independent' depends on axioms: [propext, Classical.choice, Quot.sound]
#print axioms CausalMemoryKernel.re_determined_by_im
-- 'CausalMemoryKernel.re_determined_by_im' depends on axioms: [propext, Classical.choice, Quot.sound]
#print axioms CausalMemoryKernel.noncausal_real_kernel
-- 'CausalMemoryKernel.noncausal_real_kernel' depends on axioms: [propext, Classical.choice, Quot.sound]
```
